# Associativity of the standard-ordered star product for commuting derivations

For polynomials in q and p, let t be a formal parameter and set f ⋆ g = fg + t ∂p f · ∂q g + …, where the n-th term is (tⁿ/n!) ∂pⁿf · ∂qⁿg. Then

p ⋆ q = pq + t,  q ⋆ p = qp,

so p ⋆ q − q ⋆ p = t. The two bracketings of p, q, q agree:

(p ⋆ q) ⋆ q = (pq + t) ⋆ q = pq² + tq + tq
p ⋆ (q ⋆ q) = p ⋆ q² = pq² + 2tq

On the left, the two terms tq come from separate products; on the right, both come from the Leibniz rule for ∂q q². The general proof balances terms in this way at every order.

## Derivation order by order

Let A be a commutative ℚ-algebra with commuting derivations Dp and Dq, acting coefficientwise on the power series A⟦t⟧. Write

Bₙ(f, g) = (1/n!) Dpⁿf · Dqⁿg,  F ⋆ G = Σₙ tⁿ Bₙ(F, G).

The claim is that ⋆ is associative with unit 1, and that its commutator vanishes at order 0 and equals the bracket computed below at order t. Define

L_N(f, g, k) = Σ_{i+j=N} B_i(B_j(f, g), k)
R_N(f, g, k) = Σ_{i+j=N} B_i(f, B_j(g, k)).

At N = 0 these are (fg)k and f(gk). For the induction step, two identities are needed, with D either derivation:

(n+1) Bₙ₊₁(f, g) = Bₙ(Dp f, Dq g)
D Bₙ(f, g) = Bₙ(Df, g) + Bₙ(f, Dg).

The second uses Dp Dq = Dq Dp. In L_{N+1}, write the factor N+1 as i + j, and apply the first identity to B_i in the i-part and to B_j in the j-part:

(N+1) L_{N+1}(f, g, k)
= Σ_{i+j=N} [B_i(Dp B_j(f, g), Dq k) + B_i(B_j(Dp f, Dq g), k)]
= L_N(Dp f, g, Dq k) + L_N(f, Dp g, Dq k) + L_N(Dp f, Dq g, k).

Likewise,

(N+1) R_{N+1}(f, g, k)
= Σ_{i+j=N} [B_i(Dp f, Dq B_j(g, k)) + B_i(f, B_j(Dp g, Dq k))]
= R_N(Dp f, Dq g, k) + R_N(Dp f, g, Dq k) + R_N(f, Dp g, Dq k).

The induction hypothesis matches the three terms, and division by N+1 gives L_{N+1} = R_{N+1}.

This argument also applies to A⟦t⟧ itself. Since the derivations do not act on t,

(F ⋆ G) ⋆ H = Σ_N t^N L_N(F, G, H) = Σ_N t^N R_N(F, G, H) = F ⋆ (G ⋆ H).

For the unit, D1 = D(1·1) = 2 D1 gives D1 = 0, so only the n = 0 term survives in 1 ⋆ F and F ⋆ 1. Finally, with F = F₀ + tF₁ + … and G = G₀ + tG₁ + …,

F ⋆ G = F₀G₀ + t(F₀G₁ + F₁G₀ + Dp F₀ · Dq G₀) + … .

Exchanging F and G and subtracting leaves

F ⋆ G − G ⋆ F = t(Dp F₀ · Dq G₀ − Dq F₀ · Dp G₀) + … .

For one degree of freedom and polynomial symbols, t = −iħ turns ⋆ into the composition rule for quantum operators written with q to the left of p, and the order-t term of the commutator into iħ times the Poisson bracket {F₀, G₀} = ∂q F₀ · ∂p G₀ − ∂p F₀ · ∂q G₀. The Moyal product uses symmetric ordering and is a different product.

## Observables and the product in Lean

`A` holds the classical observables. `R` is a second commutative ℚ-algebra, later taken to be the series ring.

```lean
import Mathlib

open Finset.HasAntidiagonal (antidiagonal mem_antidiagonal)
open PowerSeries (coeff C coeff_mk)
open scoped PowerSeries

namespace StandardOrderedStar

noncomputable section

variable {R A : Type*} [CommRing R] [Algebra ℚ R] [CommRing A] [Algebra ℚ A]
```

`starTerm P Q n` is Bₙ, with `P` and `Q` in the roles of Dp and Dq.

```lean
/-- The order-`n` term `(1/n!) Pⁿ f · Qⁿ g` of the star product, as a bilinear map. -/
def starTerm (P Q : Module.End ℚ R) (n : ℕ) : R →ₗ[ℚ] R →ₗ[ℚ] R :=
  LinearMap.mk₂ ℚ (fun f g => (n.factorial : ℚ)⁻¹ • ((P ^ n) f * (Q ^ n) g))
    (fun _ _ _ => by simp only [map_add, add_mul, smul_add])
    (fun c _ _ => by rw [map_smul, smul_mul_assoc, smul_comm])
    (fun _ _ _ => by simp only [map_add, mul_add, smul_add])
    (fun c _ _ => by rw [map_smul, mul_smul_comm, smul_comm])
```

`hat D` applies a derivation to each coefficient. The `X` in `A⟦X⟧` is t.

```lean
/-- A derivation of `A` acting on each coefficient of a formal power series. -/
def hat (D : Derivation ℚ A A) : Module.End ℚ A⟦X⟧ where
  toFun F := PowerSeries.mk fun n => D.toLinearMap (coeff n F)
  map_add' F G := PowerSeries.ext fun n => by simp only [coeff_mk, map_add]
  map_smul' c F := PowerSeries.ext fun n => by
    rw [RingHom.id_apply, map_rat_smul (coeff n), coeff_mk, coeff_mk,
      map_rat_smul (coeff n), map_smul]
```

In `starProd`, the pair `p` splits the order N into the order `p.1` of the term and the power `p.2` of t already present in it. Each coefficient is a finite sum, so convergence at a numerical ħ is not addressed.

```lean
/-- The standard-ordered star product `F ⋆ G = ∑ₙ (tⁿ/n!) Dpⁿ F · Dqⁿ G` on power series
in `t`, given by its coefficients. -/
def starProd (Dp Dq : Derivation ℚ A A) (F G : A⟦X⟧) : A⟦X⟧ :=
  PowerSeries.mk fun N =>
    ∑ p ∈ antidiagonal N, coeff p.2 (starTerm (hat Dp) (hat Dq) p.1 F G)
```

## Equality of the two bracketings

The Leibniz identity for Bₙ is proved here for a derivation `D` that commutes with both maps.

```lean
/-- A derivation that commutes with `P` and `Q` obeys the Leibniz rule on every term of the
star product. -/
theorem starTerm_leibniz (D P Q : Module.End ℚ R)
    (hD : ∀ a b, D (a * b) = D a * b + a * D b) (hP : Commute D P) (hQ : Commute D Q)
    (n : ℕ) (f g : R) :
    D (starTerm P Q n f g) = starTerm P Q n (D f) g + starTerm P Q n f (D g) := by
  have h1 : D ((P ^ n) f) = (P ^ n) (D f) := LinearMap.congr_fun (hP.pow_right n).eq f
  have h2 : D ((Q ^ n) g) = (Q ^ n) (D g) := LinearMap.congr_fun (hQ.pow_right n).eq g
  simp only [starTerm, LinearMap.mk₂_apply, map_smul, hD, h1, h2, smul_add]
```

In the induction, `low` is the lowering identity and `weight` splits N+1 into i + j. The facts `l1`, `l2`, `r1` and `r2` produce the three terms on each side, `ih` identifies them, and the last lines cancel N+1.

```lean
/-- For commuting derivations `P` and `Q`, the two bracketings of a triple star product agree at
each order `N`. -/
theorem starTerm_assoc (P Q : Module.End ℚ R)
    (hP : ∀ a b, P (a * b) = P a * b + a * P b) (hQ : ∀ a b, Q (a * b) = Q a * b + a * Q b)
    (h : Commute P Q) (N : ℕ) : ∀ f g k : R,
    ∑ p ∈ antidiagonal N, starTerm P Q p.1 (starTerm P Q p.2 f g) k =
      ∑ p ∈ antidiagonal N, starTerm P Q p.1 f (starTerm P Q p.2 g k) := by
  -- lowering the order of a single term
  have low : ∀ (n : ℕ) (f g : R),
      ((n : ℚ) + 1) • starTerm P Q (n + 1) f g = starTerm P Q n (P f) (Q g) := by
    intro n f g
    have h1 : (n.factorial : ℚ) ≠ 0 := by exact_mod_cast n.factorial_ne_zero
    have h2 : (n : ℚ) + 1 ≠ 0 := by positivity
    have h3 : ((n : ℚ) + 1) * ((n + 1).factorial : ℚ)⁻¹ = (n.factorial : ℚ)⁻¹ := by
      rw [Nat.factorial_succ]
      push_cast
      field_simp
    simp only [starTerm, LinearMap.mk₂_apply, pow_succ, Module.End.mul_apply, smul_smul, h3]
  -- the total order is the sum of the two partial orders
  have weight : ∀ (n : ℕ) (a : ℕ → ℕ → R),
      ((n : ℚ) + 1) • ∑ p ∈ antidiagonal (n + 1), a p.1 p.2 =
        ∑ p ∈ antidiagonal n, ((p.1 : ℚ) + 1) • a (p.1 + 1) p.2 +
        ∑ p ∈ antidiagonal n, ((p.2 : ℚ) + 1) • a p.1 (p.2 + 1) := by
    intro n a
    have e : ((n : ℚ) + 1) • ∑ p ∈ antidiagonal (n + 1), a p.1 p.2 =
        ∑ p ∈ antidiagonal (n + 1), (p.1 : ℚ) • a p.1 p.2 +
        ∑ p ∈ antidiagonal (n + 1), (p.2 : ℚ) • a p.1 p.2 := by
      rw [Finset.smul_sum, ← Finset.sum_add_distrib]
      refine Finset.sum_congr rfl fun p hp => ?_
      have hp' : (p.1 : ℚ) + p.2 = n + 1 := by
        exact_mod_cast mem_antidiagonal.mp hp
      rw [← add_smul, hp']
    rw [e, Finset.Nat.sum_antidiagonal_succ, Finset.Nat.sum_antidiagonal_succ']
    simp
  induction N with
  | zero => intro f g k; simp [starTerm, mul_assoc]
  | succ N ih =>
    intro f g k
    have l1 : ∀ i j : ℕ, ((i : ℚ) + 1) • starTerm P Q (i + 1) (starTerm P Q j f g) k =
        starTerm P Q i (starTerm P Q j (P f) g) (Q k) +
        starTerm P Q i (starTerm P Q j f (P g)) (Q k) := fun i j => by
      rw [low, starTerm_leibniz P P Q hP (Commute.refl P) h, map_add, LinearMap.add_apply]
    have l2 : ∀ i j : ℕ, ((j : ℚ) + 1) • starTerm P Q i (starTerm P Q (j + 1) f g) k =
        starTerm P Q i (starTerm P Q j (P f) (Q g)) k := fun i j => by
      rw [← low, map_smul, LinearMap.smul_apply]
    have r1 : ∀ i j : ℕ, ((i : ℚ) + 1) • starTerm P Q (i + 1) f (starTerm P Q j g k) =
        starTerm P Q i (P f) (starTerm P Q j (Q g) k) +
        starTerm P Q i (P f) (starTerm P Q j g (Q k)) := fun i j => by
      rw [low, starTerm_leibniz Q P Q hQ h.symm (Commute.refl Q), map_add]
    have r2 : ∀ i j : ℕ, ((j : ℚ) + 1) • starTerm P Q i f (starTerm P Q (j + 1) g k) =
        starTerm P Q i f (starTerm P Q j (P g) (Q k)) := fun i j => by
      rw [← low, map_smul]
    have e1 := weight N fun i j => starTerm P Q i (starTerm P Q j f g) k
    have e2 := weight N fun i j => starTerm P Q i f (starTerm P Q j g k)
    simp only [l1, l2, Finset.sum_add_distrib, ih] at e1
    simp only [r1, r2, Finset.sum_add_distrib] at e2
    have hc : (N : ℚ) + 1 ≠ 0 := by positivity
    have e3 := e1.trans (Eq.trans (by abel) e2.symm)
    have key := congrArg (fun x : R => ((N : ℚ) + 1)⁻¹ • x) e3
    simpa only [inv_smul_smul₀ hc] using key
```

## From single orders to power series

The next lemma regroups sums over three orders.

```lean
/-- Two ways of summing over all splittings of an order `n` into three parts agree. -/
theorem sum_three_orders {M : Type*} [AddCommMonoid M] (n : ℕ) (f : ℕ → ℕ → ℕ → M) :
    ∑ p ∈ antidiagonal n, ∑ q ∈ antidiagonal p.1, f q.1 q.2 p.2 =
      ∑ p ∈ antidiagonal n, ∑ q ∈ antidiagonal p.2, f p.1 q.1 q.2 := by
  simp only [Finset.sum_sigma']
  refine Finset.sum_nbij' (fun x => ⟨(x.2.1, x.2.2 + x.1.2), (x.2.2, x.1.2)⟩)
    (fun x => ⟨(x.1.1 + x.2.1, x.2.2), (x.1.1, x.2.1)⟩) ?_ ?_ ?_ ?_ ?_
  · rintro ⟨⟨a, b⟩, ⟨c, d⟩⟩ h
    simp only [Finset.mem_sigma, mem_antidiagonal, and_true] at h ⊢
    omega
  · rintro ⟨⟨a, b⟩, ⟨c, d⟩⟩ h
    simp only [Finset.mem_sigma, mem_antidiagonal, and_true] at h ⊢
    omega
  · rintro ⟨⟨a, b⟩, ⟨c, d⟩⟩ h
    simp only [Finset.mem_sigma, mem_antidiagonal] at h
    obtain ⟨_, rfl⟩ := h
    rfl
  · rintro ⟨⟨a, b⟩, ⟨c, d⟩⟩ h
    simp only [Finset.mem_sigma, mem_antidiagonal] at h
    obtain ⟨_, rfl⟩ := h
    rfl
  · intro x _
    rfl
```

Two coefficient formulas follow: one for `hat`, one for a term Bₖ of two series.

```lean
/-- The coefficientwise derivation acts on the `n`-th coefficient by the original one. -/
theorem coeff_hat (D : Derivation ℚ A A) (n : ℕ) (F : A⟦X⟧) :
    coeff n (hat D F) = D.toLinearMap (coeff n F) := by
  change coeff n (PowerSeries.mk fun m => D.toLinearMap (coeff m F)) = _
  rw [coeff_mk]

/-- The coefficients of a star-product term of two series are sums of star-product terms of
their coefficients. -/
theorem coeff_starTerm (P Q : Derivation ℚ A A) (k l : ℕ) (F G : A⟦X⟧) :
    coeff l (starTerm (hat P) (hat Q) k F G) = ∑ p ∈ antidiagonal l,
      starTerm P.toLinearMap Q.toLinearMap k (coeff p.1 F) (coeff p.2 G) := by
  have hpow : ∀ (D : Derivation ℚ A A) (k m : ℕ) (F : A⟦X⟧),
      coeff m ((hat D ^ k) F) = (D.toLinearMap ^ k) (coeff m F) := by
    intro D k m
    induction k with
    | zero => intro F; simp only [pow_zero, Module.End.one_apply]
    | succ k ih => intro F; simp only [pow_succ, Module.End.mul_apply, ih, coeff_hat]
  simp only [starTerm, LinearMap.mk₂_apply]
  rw [map_rat_smul (coeff l), PowerSeries.coeff_mul, Finset.smul_sum]
  simp only [hpow]
```

The hypothesis `h` states that the derivations commute. `hleft` expands an inner star product on the left; `hright` follows by exchanging factors and derivations together. `hder` and `hcomm` show that the coefficientwise maps are commuting derivations, and the `calc` block regroups, applies `starTerm_assoc`, and regroups back.

```lean
/-- For commuting derivations the standard-ordered star product is associative. -/
theorem starProd_assoc (Dp Dq : Derivation ℚ A A) (h : ∀ a, Dp (Dq a) = Dq (Dp a))
    (F G H : A⟦X⟧) :
    starProd Dp Dq (starProd Dp Dq F G) H = starProd Dp Dq F (starProd Dp Dq G H) := by
  -- a star product inside a term may be expanded order by order
  have hleft : ∀ (P Q : Derivation ℚ A A) (k l : ℕ) (U V W : A⟦X⟧),
      coeff l (starTerm (hat P) (hat Q) k (starProd P Q U V) W) = ∑ p ∈ antidiagonal l,
        coeff p.2 (starTerm (hat P) (hat Q) k (starTerm (hat P) (hat Q) p.1 U V) W) := by
    intro P Q k l U V W
    have hs : ∀ i, coeff i (starProd P Q U V) = ∑ q ∈ antidiagonal i,
        coeff q.2 (starTerm (hat P) (hat Q) q.1 U V) := fun i => coeff_mk _ _
    rw [coeff_starTerm]
    simp only [hs, map_sum, LinearMap.sum_apply]
    exact (sum_three_orders l fun a b c => starTerm P.toLinearMap Q.toLinearMap k
      (coeff b (starTerm (hat P) (hat Q) a U V)) (coeff c W)).trans
      (Finset.sum_congr rfl fun p _ => (coeff_starTerm P Q k p.2 _ W).symm)
  -- exchanging the factors exchanges the derivations
  have flip : ∀ (P Q : Module.End ℚ A⟦X⟧) (n : ℕ) (U V : A⟦X⟧),
      starTerm P Q n U V = starTerm Q P n V U := by
    intro P Q n U V
    simp only [starTerm, LinearMap.mk₂_apply]
    rw [mul_comm]
  have sflip : ∀ U V, starProd Dp Dq U V = starProd Dq Dp V U := fun U V =>
    PowerSeries.ext fun n => by
      simp only [starProd, coeff_mk]
      exact Finset.sum_congr rfl fun p _ => by rw [flip (hat Dp) (hat Dq) p.1 U V]
  have hright : ∀ k l : ℕ, coeff l (starTerm (hat Dp) (hat Dq) k F (starProd Dp Dq G H)) =
      ∑ p ∈ antidiagonal l,
        coeff p.2 (starTerm (hat Dp) (hat Dq) k F (starTerm (hat Dp) (hat Dq) p.1 G H)) := by
    intro k l
    rw [flip (hat Dp) (hat Dq) k F, sflip, hleft]
    exact Finset.sum_congr rfl fun p _ => by
      rw [flip (hat Dp) (hat Dq) k F, flip (hat Dp) (hat Dq) p.1 G]
  -- the coefficientwise maps are commuting derivations of the power series
  have hder : ∀ (D : Derivation ℚ A A) (U V : A⟦X⟧),
      hat D (U * V) = hat D U * V + U * hat D V := by
    intro D U V
    have hD : ∀ a b, D.toLinearMap (a * b) = D.toLinearMap a * b + a * D.toLinearMap b := by
      intro a b
      change D (a * b) = D a * b + a * D b
      rw [D.leibniz, smul_eq_mul, smul_eq_mul]
      ring
    refine PowerSeries.ext fun n => ?_
    simp only [coeff_hat, map_add, PowerSeries.coeff_mul, map_sum, hD, Finset.sum_add_distrib]
  have hcomm : Commute (hat Dp) (hat Dq) := by
    change hat Dp * hat Dq = hat Dq * hat Dp
    refine LinearMap.ext fun U => PowerSeries.ext fun n => ?_
    simp only [Module.End.mul_apply, coeff_hat]
    exact h _
  refine PowerSeries.ext fun N => ?_
  calc coeff N (starProd Dp Dq (starProd Dp Dq F G) H)
      = ∑ p ∈ antidiagonal N, ∑ q ∈ antidiagonal p.2, coeff q.2
          (starTerm (hat Dp) (hat Dq) p.1 (starTerm (hat Dp) (hat Dq) q.1 F G) H) :=
        (coeff_mk _ _).trans (Finset.sum_congr rfl fun p _ => hleft Dp Dq p.1 p.2 F G H)
    _ = ∑ p ∈ antidiagonal N, coeff p.2 (∑ q ∈ antidiagonal p.1,
          starTerm (hat Dp) (hat Dq) q.1 (starTerm (hat Dp) (hat Dq) q.2 F G) H) := by
        simp only [map_sum]
        exact (sum_three_orders N fun a b c => coeff c
          (starTerm (hat Dp) (hat Dq) a (starTerm (hat Dp) (hat Dq) b F G) H)).symm
    _ = ∑ p ∈ antidiagonal N, coeff p.2 (∑ q ∈ antidiagonal p.1,
          starTerm (hat Dp) (hat Dq) q.1 F (starTerm (hat Dp) (hat Dq) q.2 G H)) :=
        Finset.sum_congr rfl fun p _ => by
          rw [starTerm_assoc (hat Dp) (hat Dq) (hder Dp) (hder Dq) hcomm p.1 F G H]
    _ = ∑ p ∈ antidiagonal N, ∑ q ∈ antidiagonal p.2, coeff q.2
          (starTerm (hat Dp) (hat Dq) p.1 F (starTerm (hat Dp) (hat Dq) q.1 G H)) := by
        simp only [map_sum]
        exact sum_three_orders N fun a b c => coeff c
          (starTerm (hat Dp) (hat Dq) a F (starTerm (hat Dp) (hat Dq) b G H))
    _ = coeff N (starProd Dp Dq F (starProd Dp Dq G H)) :=
        ((coeff_mk _ _).trans (Finset.sum_congr rfl fun p _ => hright p.1 p.2)).symm
```

## Unit, coefficients and commutator

The unit law does not require the derivations to commute. Here `h1` is D1 = 0, and `key` reduces the star product to the ordinary one.

```lean
/-- The constant observable `1` is a two-sided unit of the star product. -/
theorem starProd_one (Dp Dq : Derivation ℚ A A) (F : A⟦X⟧) :
    starProd Dp Dq 1 F = F ∧ starProd Dp Dq F 1 = F := by
  have h1 : ∀ D : Derivation ℚ A A, hat D 1 = 0 := by
    intro D
    refine PowerSeries.ext fun n => ?_
    rw [coeff_hat, PowerSeries.coeff_one, map_zero]
    split_ifs
    · exact D.map_one_eq_zero
    · exact map_zero _
  -- if all higher terms vanish, only the pointwise product is left
  have key : ∀ U V : A⟦X⟧, (∀ k, starTerm (hat Dp) (hat Dq) (k + 1) U V = 0) →
      starProd Dp Dq U V = U * V := by
    intro U V hk
    refine PowerSeries.ext fun N => ?_
    rw [starProd, coeff_mk, Finset.sum_eq_single (0, N)]
    · simp [starTerm]
    · rintro ⟨k, l⟩ hp hne
      rcases k with _ | k
      · have hl : 0 + l = N := mem_antidiagonal.mp hp
        exact absurd (by rw [← hl, zero_add]) hne
      · change coeff l (starTerm (hat Dp) (hat Dq) (k + 1) U V) = 0
        rw [hk, map_zero]
    · intro hn
      exact absurd (mem_antidiagonal.mpr (zero_add N)) hn
  constructor
  · rw [key 1 F fun k => by
      simp only [starTerm, LinearMap.mk₂_apply, pow_succ, Module.End.mul_apply, h1, map_zero,
        zero_mul, smul_zero], one_mul]
  · rw [key F 1 fun k => by
      simp only [starTerm, LinearMap.mk₂_apply, pow_succ, Module.End.mul_apply, h1, map_zero,
        mul_zero, smul_zero], mul_one]
```

`C f` is the constant series of an observable `f`. For two such series, only the splitting (n, 0) contributes.

```lean
/-- For observables `f`, `g` in `A` the coefficient of `tⁿ` in `f ⋆ g` is
`(1/n!) Dpⁿ f · Dqⁿ g`. -/
theorem coeff_starProd_C (Dp Dq : Derivation ℚ A A) (f g : A) (n : ℕ) :
    coeff n (starProd Dp Dq (C f) (C g)) =
      (n.factorial : ℚ)⁻¹ • ((Dp.toLinearMap ^ n) f * (Dq.toLinearMap ^ n) g) := by
  rw [starProd, coeff_mk, Finset.sum_eq_single (n, 0)]
  · rw [coeff_starTerm]
    simp [starTerm]
  · rintro ⟨k, l⟩ hp hne
    have hkl : k + l = n := mem_antidiagonal.mp hp
    have hl : l ≠ 0 := by
      rintro rfl
      exact hne (by rw [← hkl, add_zero])
    rw [coeff_starTerm]
    refine Finset.sum_eq_zero fun q hq => ?_
    have hq' : q.1 + q.2 = l := mem_antidiagonal.mp hq
    by_cases h0 : q.1 = 0
    · have h2 : q.2 ≠ 0 := by omega
      rw [PowerSeries.coeff_C q.2, if_neg h2, map_zero]
    · rw [PowerSeries.coeff_C q.1, if_neg h0, map_zero, LinearMap.zero_apply]
  · intro hn
    exact absurd (mem_antidiagonal.mpr (add_zero n)) hn
```

The commutator theorem also holds without commuting derivations; its proof expands the coefficients at orders 0 and 1.

```lean
/-- The star commutator vanishes at order zero, and at order `t` it is
`Dp F₀ · Dq G₀ - Dq F₀ · Dp G₀`, with `F₀`, `G₀` the order-zero parts. -/
theorem starProd_commutator (Dp Dq : Derivation ℚ A A) (F G : A⟦X⟧) :
    coeff 0 (starProd Dp Dq F G - starProd Dp Dq G F) = 0 ∧
    coeff 1 (starProd Dp Dq F G - starProd Dp Dq G F) =
      Dp (coeff 0 F) * Dq (coeff 0 G) - Dq (coeff 0 F) * Dp (coeff 0 G) := by
  constructor
  · simp only [map_sub, starProd, coeff_mk, coeff_starTerm]
    simp [starTerm, mul_comm]
  · simp only [map_sub, starProd, coeff_mk, coeff_starTerm]
    simp [starTerm, Finset.Nat.antidiagonal_succ]
    ring
```

The opening example is the polynomial ring with q = `X 0` and p = `X 1`. The commutator of the two partial derivatives is a derivation that vanishes on both generators, hence everywhere. Comparing coefficients at orders 0, 1 and higher gives p ⋆ q − q ⋆ p = t exactly.

```lean
/-- On polynomials in `q = X 0` and `p = X 1` the partial derivatives commute, and
`p ⋆ q - q ⋆ p = t` holds exactly. -/
theorem starProd_witness :
    (∀ a : MvPolynomial (Fin 2) ℚ, MvPolynomial.pderiv 1 (MvPolynomial.pderiv 0 a) =
      MvPolynomial.pderiv 0 (MvPolynomial.pderiv 1 a)) ∧
    starProd (MvPolynomial.pderiv (R := ℚ) (1 : Fin 2)) (MvPolynomial.pderiv 0)
        (C (MvPolynomial.X 1)) (C (MvPolynomial.X 0)) -
      starProd (MvPolynomial.pderiv (R := ℚ) (1 : Fin 2)) (MvPolynomial.pderiv 0)
        (C (MvPolynomial.X 0)) (C (MvPolynomial.X 1)) = PowerSeries.X := by
  constructor
  · intro a
    -- the commutator is a derivation that kills both generators
    have h : ⁅MvPolynomial.pderiv (R := ℚ) (1 : Fin 2),
        MvPolynomial.pderiv (R := ℚ) (0 : Fin 2)⁆ = 0 := by
      refine MvPolynomial.derivation_ext fun i => ?_
      rw [Derivation.commutator_apply]
      fin_cases i <;> simp [MvPolynomial.pderiv_X]
    rw [← sub_eq_zero, ← Derivation.commutator_apply, h]
    rfl
  · refine PowerSeries.ext fun n => ?_
    rw [map_sub, coeff_starProd_C, coeff_starProd_C, PowerSeries.coeff_X]
    rcases n with _ | _ | n
    · simp [mul_comm]
    · simp [MvPolynomial.pderiv_X]
    · simp [pow_succ, MvPolynomial.pderiv_X]

end

end StandardOrderedStar
```

```lean
#print axioms StandardOrderedStar.starProd_assoc
-- 'StandardOrderedStar.starProd_assoc' depends on axioms: [propext, Classical.choice, Quot.sound]
#print axioms StandardOrderedStar.starProd_one
-- 'StandardOrderedStar.starProd_one' depends on axioms: [propext, Classical.choice, Quot.sound]
#print axioms StandardOrderedStar.starProd_commutator
-- 'StandardOrderedStar.starProd_commutator' depends on axioms: [propext, Classical.choice, Quot.sound]
```
